# A real Car-Parrinello orbital cannot hold a mixed population constant in a gapped two-level system

If I read the orbital motion in a Car-Parrinello run as the electrons' real-time dynamics, I may mistake changes in level populations for electronic transitions. For a fixed Hamiltonian, the Schrödinger equation allows no such changes. I believe that a real Car-Parrinello orbital that mixes the two levels of a system with a gap must show them: its excited population cannot stay at any value strictly between 0 and 1, even briefly. Can this be made rigorous and machine-checked?

## Steady populations force equal energies

Yes. Work in the eigenbasis of $H$, with energies $e_i$ and amplitudes $c_i(t)$, and write $\mathrm{i}$ for the imaginary unit. In units with $\hbar=1$, the Schrödinger equation $\mathrm{i}\dot c_i=e_ic_i$ gives $\dot c_i=-\mathrm{i}e_ic_i$, so

$$\frac{d}{dt}|c_i|^2=2\,\mathrm{Re}(\bar c_i\dot c_i)=2\,\mathrm{Re}(-\mathrm{i}e_i|c_i|^2)=0.$$

Every population is therefore constant.

Car-Parrinello motion is second order instead:

$$\mu\ddot c_i=L(t)c_i-2e_ic_i,\qquad \sum_i|c_i|^2=1.$$

Here $\mu$ is the fictitious mass, which sets the orbital's inertia, and $L$ is the multiplier of the force that maintains normalisation. Suppose that all the amplitudes are real and that $c_i^2=p\neq0$ throughout an open time interval.

1. Differentiating gives $2c_i\dot c_i=0$. Since $c_i\neq0$, the velocity $\dot c_i$ vanishes throughout the interval.
2. Hence $\ddot c_i=0$ there, and the equation of motion leaves $(L-2e_i)c_i=0$, so $L=2e_i$.
3. If level $j$ also has a constant nonzero population, then $L=2e_j$, and so $e_i=e_j$.

Now take levels 0 and 1 with $e_0<e_1$. If the excited population were constant at $p$ with $0<p<1$, normalisation would fix the other at $1-p\neq0$. Step 3 would then give $e_0=e_1$, a contradiction.

Two explicit orbitals, both with $\mu\omega^2=2(e_1-e_0)$, show what the hypotheses allow.

- **Real:** $(\operatorname{sech}\omega t,\tanh\omega t)$ is a solution with $L=2e_1-2\mu\omega^2\operatorname{sech}^2\omega t$. Indeed $\mu\ddot c_0=\mu\omega^2(1-2\operatorname{sech}^2\omega t)c_0$ and $\mu\ddot c_1=-2\mu\omega^2\operatorname{sech}^2(\omega t)\,c_1$, which match $(L-2e_0)c_0$ and $(L-2e_1)c_1$. The squares sum to 1.
- **Complex:** $(\cos\alpha,\sin\alpha\,e^{\mathrm{i}\omega t})$ is a solution with $L=2e_0$. Level 0 feels no net force, and $\mu\ddot c_1=-\mu\omega^2c_1=(L-2e_1)c_1$. Its excited population is always $\sin^2\alpha$, which lies strictly between 0 and 1 when $0<\alpha<\pi/2$. The no-go result therefore does not extend to all complex orbitals.

For one real orbital that mixes the two levels of a fixed, non-interacting Hamiltonian with a gap, Car-Parrinello populations thus cannot be read as Schrödinger populations.

## The dynamics as Lean states it

The amplitude of level `i` at time `t` is `c t i`, and `population` is its squared norm. `IsSchrodinger` requires each amplitude to have a derivative satisfying the Schrödinger equation.

`IsCarParrinello` says that `v` is the velocity, that Newton's law holds and that the orbital is normalised. The amplitude type `E` covers both real and complex orbitals. The factor 2 corresponds to a kinetic energy $\tfrac{\mu}{2}\sum_i|\dot c_i|^2$ and a potential energy $\langle c|H|c\rangle$. `L` may be any function of time, and the sign of `μ` is unrestricted.

In `excited_population_not_constant`, `Ioo a b` is an open interval, nonempty because `a < b`. The theorem does not say how far or how fast the population moves. The model has finitely many levels and one orbital, without moving nuclei or self-consistency.

## How the proof runs

`schrodinger_population_constant` computes the zero derivative as a real inner product in the complex plane, then uses the fact that a function with zero derivative everywhere is constant.

`multiplier_of_steady_population` carries out steps 1 and 2. The product rule and local constancy give two derivatives of $c_i^2$; uniqueness of derivatives equates them, which yields `hv`. The same uniqueness argument makes the acceleration zero. `steady_levels_degenerate` compares the two values of `L` at one time in the interval, and the two-level theorem supplies $1-p$ from `normalized`.

`isCarParrinello_witness` checks the real orbital using $\cosh^2-\sinh^2=1$. `complex_orbital_steady` checks the complex one using $\mathrm{i}^2=-1$ and $|e^{\mathrm{i}\omega t}|=1$.

```lean
import Mathlib

open Set

namespace CarParrinelloPopulations

noncomputable section

variable {n E : Type*} [NormedAddCommGroup E] [NormedSpace ℝ E]

/-- The population of level `i` at time `t`: the squared modulus of its amplitude. -/
def population (c : ℝ → n → E) (i : n) (t : ℝ) : ℝ := ‖c t i‖ ^ 2

/-- Schrödinger dynamics `i c' = H c` in the eigenbasis of `H`, with level energies `e`. -/
def IsSchrodinger (e : n → ℝ) (c : ℝ → n → ℂ) : Prop :=
  ∀ i t, ∃ d : ℂ, HasDerivAt (fun s => c s i) d t ∧ Complex.I * d = e i * c t i

/-- Car-Parrinello dynamics `μ c'' = L c - 2 H c` of a normalised orbital `c` with velocity `v`,
in the eigenbasis of `H`; `μ` is the fictitious mass and `L` the multiplier. -/
structure IsCarParrinello [Fintype n] (μ : ℝ) (e : n → ℝ) (L : ℝ → ℝ)
    (c v : ℝ → n → E) : Prop where
  velocity : ∀ i t, HasDerivAt (fun s => c s i) (v t i) t
  newton : ∀ i t, ∃ a : E, HasDerivAt (fun s => v s i) a t ∧
    μ • a = L t • c t i - (2 * e i) • c t i
  normalized : ∀ t, ∑ i, ‖c t i‖ ^ 2 = 1

/-- Under Schrödinger dynamics the population of every energy level is the same at all times. -/
theorem schrodinger_population_constant {e : n → ℝ} {c : ℝ → n → ℂ}
    (h : IsSchrodinger e c) (i : n) (t s : ℝ) :
    population c i t = population c i s := by
  have hd : ∀ x, HasDerivAt (fun s => ‖c s i‖ ^ 2) 0 x := by
    intro x
    obtain ⟨d, hd, hs⟩ := h i x
    have hd' : d = -Complex.I * (e i * c x i) := by
      linear_combination (-Complex.I) * hs + d * Complex.I_sq
    -- the velocity is perpendicular to the amplitude in the complex plane
    refine hd.norm_sq.congr_deriv ?_
    rw [hd', Complex.inner]
    simp only [Complex.mul_re, Complex.mul_im, Complex.conj_re, Complex.conj_im,
      Complex.neg_re, Complex.neg_im, Complex.I_re, Complex.I_im,
      Complex.ofReal_re, Complex.ofReal_im]
    ring
  exact is_const_of_deriv_eq_zero (fun x => (hd x).differentiableAt)
    (fun x => (hd x).deriv) t s

/-- If a level of a real Car-Parrinello orbital keeps a constant nonzero population during a time
interval, the multiplier equals twice the energy of that level throughout the interval. -/
theorem multiplier_of_steady_population [Fintype n] {μ : ℝ} {e : n → ℝ} {L : ℝ → ℝ}
    {c v : ℝ → n → ℝ} (h : IsCarParrinello μ e L c v) {a b p : ℝ} {i : n} (hp : p ≠ 0)
    (hc : ∀ t ∈ Ioo a b, population c i t = p) {t : ℝ} (ht : t ∈ Ioo a b) :
    L t = 2 * e i := by
  have hne : ∀ s ∈ Ioo a b, c s i ≠ 0 := by
    intro s hs h0
    apply hp
    rw [← hc s hs]
    simp [population, h0]
  -- a real amplitude of constant nonzero square has no velocity
  have hv : ∀ s ∈ Ioo a b, v s i = 0 := by
    intro s hs
    have h1 := (h.velocity i s).fun_mul (h.velocity i s)
    have h2 : HasDerivAt (fun y => c y i * c y i) 0 s := by
      refine (hasDerivAt_const s p).congr_of_eventuallyEq ?_
      filter_upwards [Ioo_mem_nhds hs.1 hs.2] with y hy
      have hy' := hc y hy
      simp only [population, Real.norm_eq_abs, sq_abs] at hy'
      linear_combination hy'
    have h3 := h1.unique h2
    have h4 : c s i * v s i = 0 := by linarith
    exact (mul_eq_zero.1 h4).resolve_left (hne s hs)
  -- hence no acceleration, and the forces balance
  obtain ⟨a', ha, hN⟩ := h.newton i t
  have h0 : a' = 0 := by
    refine ha.unique ((hasDerivAt_const t (0 : ℝ)).congr_of_eventuallyEq ?_)
    filter_upwards [Ioo_mem_nhds ht.1 ht.2] with y hy
    exact hv y hy
  rw [h0] at hN
  simp only [smul_eq_mul, mul_zero] at hN
  have h5 : (L t - 2 * e i) * c t i = 0 := by linarith
  linarith [(mul_eq_zero.1 h5).resolve_right (hne t ht)]

/-- Two levels of a real Car-Parrinello orbital that both keep constant nonzero populations
during some time interval have the same energy. -/
theorem steady_levels_degenerate [Fintype n] {μ : ℝ} {e : n → ℝ} {L : ℝ → ℝ}
    {c v : ℝ → n → ℝ} (h : IsCarParrinello μ e L c v) {a b p q : ℝ} (hab : a < b) {i j : n}
    (hp : p ≠ 0) (hq : q ≠ 0) (hi : ∀ t ∈ Ioo a b, population c i t = p)
    (hj : ∀ t ∈ Ioo a b, population c j t = q) : e i = e j := by
  obtain ⟨t, ht⟩ := nonempty_Ioo.2 hab
  linarith [multiplier_of_steady_population h hp hi ht,
    multiplier_of_steady_population h hq hj ht]

/-- In a two-level system with a gap, the excited population of a real Car-Parrinello orbital
is not constant during any time interval at a value strictly between 0 and 1. -/
theorem excited_population_not_constant {μ : ℝ} {e : Fin 2 → ℝ} {L : ℝ → ℝ}
    {c v : ℝ → Fin 2 → ℝ} (h : IsCarParrinello μ e L c v) (gap : e 0 < e 1)
    {a b p : ℝ} (hab : a < b) (hp0 : 0 < p) (hp1 : p < 1) :
    ¬ ∀ t ∈ Ioo a b, population c 1 t = p := by
  intro hc
  have hg : ∀ t ∈ Ioo a b, population c 0 t = 1 - p := by
    intro t ht
    have h1 := h.normalized t
    have h2 := hc t ht
    rw [Fin.sum_univ_two] at h1
    unfold population at h2 ⊢
    linarith
  exact gap.ne (steady_levels_degenerate h hab (by linarith) hp0.ne' hg hc)

/-- The real orbital `(sech ωt, tanh ωt)` is a Car-Parrinello trajectory of the two-level system
when `μ ω² = 2 (e₁ - e₀)`. -/
theorem isCarParrinello_witness {μ ω e₀ e₁ : ℝ} (hω : μ * ω ^ 2 = 2 * (e₁ - e₀)) :
    IsCarParrinello μ ![e₀, e₁] (fun t => 2 * e₁ - 2 * μ * ω ^ 2 / Real.cosh (ω * t) ^ 2)
      (fun t => ![1 / Real.cosh (ω * t), Real.sinh (ω * t) / Real.cosh (ω * t)])
      (fun t => ![-ω * Real.sinh (ω * t) / Real.cosh (ω * t) ^ 2,
        ω / Real.cosh (ω * t) ^ 2]) := by
  have he : e₁ = e₀ + μ * ω ^ 2 / 2 := by linarith
  have hne : ∀ t, Real.cosh (ω * t) ≠ 0 := fun t => (Real.cosh_pos _).ne'
  have hS2 : ∀ t, Real.sinh (ω * t) ^ 2 = Real.cosh (ω * t) ^ 2 - 1 := fun t => by
    linarith [Real.cosh_sq (ω * t)]
  have hl : ∀ t, HasDerivAt (fun s : ℝ => ω * s) ω t := fun t => by
    simpa using (hasDerivAt_id t).const_mul ω
  have hC := fun t => (hl t).cosh
  have hS := fun t => (hl t).sinh
  have hC2 : ∀ t, HasDerivAt (fun s => Real.cosh (ω * s) ^ 2)
      (2 * Real.cosh (ω * t) * (Real.sinh (ω * t) * ω)) t := fun t => by
    simpa using (hC t).fun_pow 2
  refine ⟨Fin.forall_fin_two.2 ⟨fun t => ?_, fun t => ?_⟩,
    Fin.forall_fin_two.2 ⟨fun t => ?_, fun t => ?_⟩, fun t => ?_⟩
  · have h0 := hne t
    exact ((hasDerivAt_const t (1 : ℝ)).fun_div (hC t) h0).congr_deriv (by
      simp only [Matrix.cons_val_zero]
      field)
  · have h0 := hne t
    exact ((hS t).fun_div (hC t) h0).congr_deriv (by
      simp only [Matrix.cons_val_one, Matrix.cons_val_zero]
      field_simp
      linear_combination (-ω) * hS2 t)
  · have h0 := hne t
    refine ⟨ω ^ 2 * (2 * Real.sinh (ω * t) ^ 2 - Real.cosh (ω * t) ^ 2)
      / Real.cosh (ω * t) ^ 3, ((((hS t).const_mul (-ω)).fun_div (hC2 t)
        (pow_ne_zero 2 h0)).congr_deriv (by field)), ?_⟩
    simp only [smul_eq_mul, Matrix.cons_val_zero, hS2, he]
    field
  · have h0 := hne t
    refine ⟨-2 * ω ^ 2 * Real.sinh (ω * t) / Real.cosh (ω * t) ^ 3,
      (((hasDerivAt_const t ω).fun_div (hC2 t)
        (pow_ne_zero 2 h0)).congr_deriv (by field)), ?_⟩
    simp only [smul_eq_mul, Matrix.cons_val_one, Matrix.cons_val_zero]
    field
  · have h0 := hne t
    simp only [Fin.sum_univ_two, Matrix.cons_val_one, Matrix.cons_val_zero,
      Real.norm_eq_abs, sq_abs]
    rw [div_pow, div_pow, hS2]
    field

/-- The complex two-level orbital `(cos α, sin α exp(iωt))`. -/
def rotatingOrbital (α ω t : ℝ) : Fin 2 → ℂ :=
  ![(Real.cos α : ℂ), (Real.sin α : ℂ) * Complex.exp (ω * t * Complex.I)]

/-- When `μ ω² = 2 (e₁ - e₀)`, the complex rotating orbital is a Car-Parrinello trajectory
whose excited population is `sin² α` at all times. -/
theorem complex_orbital_steady {μ ω e₀ e₁ : ℝ} (α : ℝ) (hω : μ * ω ^ 2 = 2 * (e₁ - e₀)) :
    IsCarParrinello μ ![e₀, e₁] (fun _ => 2 * e₀) (rotatingOrbital α ω)
      (fun t => ![0, (Real.sin α : ℂ) *
        (Complex.exp (ω * t * Complex.I) * (ω * Complex.I))]) ∧
    ∀ t, population (rotatingOrbital α ω) 1 t = Real.sin α ^ 2 := by
  have hE : ∀ t : ℝ, HasDerivAt (fun s : ℝ => Complex.exp (ω * s * Complex.I))
      (Complex.exp (ω * t * Complex.I) * (ω * Complex.I)) t := fun t => by
    have hl : HasDerivAt (fun s : ℝ => ω * s) ω t := by
      simpa using (hasDerivAt_id t).const_mul ω
    have h1 := (hl.ofReal_comp.mul_const Complex.I).cexp
    simpa only [Complex.ofReal_mul] using h1
  have hn : ∀ t : ℝ, ‖Complex.exp (ω * t * Complex.I)‖ = 1 := fun t => by
    rw [← Complex.ofReal_mul]
    exact Complex.norm_exp_ofReal_mul_I _
  have hωc : (μ : ℂ) * ω ^ 2 = 2 * (e₁ - e₀) := by exact_mod_cast hω
  refine ⟨⟨Fin.forall_fin_two.2 ⟨fun t => hasDerivAt_const t _,
    fun t => (hE t).const_mul _⟩, Fin.forall_fin_two.2 ⟨fun t => ?_, fun t => ?_⟩,
    fun t => ?_⟩, fun t => ?_⟩
  · refine ⟨0, hasDerivAt_const t _, ?_⟩
    simp only [Matrix.cons_val_zero, smul_zero, sub_self]
  · refine ⟨_, ((hE t).mul_const (ω * Complex.I)).const_mul (Real.sin α : ℂ), ?_⟩
    simp only [rotatingOrbital, Matrix.cons_val_one, Matrix.cons_val_zero,
      Complex.real_smul, Complex.ofReal_mul, Complex.ofReal_ofNat]
    -- the gap supplies the centripetal force for the rotation of the phase
    linear_combination (-((Real.sin α : ℂ) * Complex.exp (ω * t * Complex.I))) * hωc
      + μ * (Real.sin α : ℂ) * Complex.exp (ω * t * Complex.I) * ω ^ 2 * Complex.I_sq
  · simp only [rotatingOrbital, Fin.sum_univ_two, Matrix.cons_val_one, Matrix.cons_val_zero,
      norm_mul, hn, mul_one, Complex.norm_real, Real.norm_eq_abs, sq_abs]
    exact Real.cos_sq_add_sin_sq α
  · simp only [population, rotatingOrbital, Matrix.cons_val_one, Matrix.cons_val_zero,
      norm_mul, hn, mul_one, Complex.norm_real, Real.norm_eq_abs, sq_abs]

end

end CarParrinelloPopulations
```

```lean
#print axioms CarParrinelloPopulations.schrodinger_population_constant
-- 'CarParrinelloPopulations.schrodinger_population_constant' depends on axioms: [propext, Classical.choice, Quot.sound]
#print axioms CarParrinelloPopulations.excited_population_not_constant
-- 'CarParrinelloPopulations.excited_population_not_constant' depends on axioms: [propext, Classical.choice, Quot.sound]
#print axioms CarParrinelloPopulations.complex_orbital_steady
-- 'CarParrinelloPopulations.complex_orbital_steady' depends on axioms: [propext, Classical.choice, Quot.sound]
```
